# An odd supercell can miss the cell-doubling instability of a harmonic chain

A distortion of the chain is modelled as a real sequence $Q_0, Q_1, Q_2, \dots$ that repeats after $N$ cells, not as a list of $N$ numbers, so the bond that closes the supercell needs no rule of its own. With a nearest-neighbour coupling $J>0$ that favours alternating signs, the stability threshold then depends on whether $N$ is even or odd.

```lean
import Mathlib

open Finset
open scoped Real

namespace LandauSupercell

noncomputable section

/-- Harmonic Landau energy of `N` successive cells: on-site stiffness `t` and coupling `J`
between neighbouring cells. -/
def energy (t J : ℝ) (N : ℕ) (Q : ℕ → ℝ) : ℝ :=
  ∑ i ∈ range N, (t * Q i ^ 2 / 2 + J * Q i * Q (i + 1))

/-- The undistorted phase is stable in the `N`-cell supercell: no pattern that repeats after
`N` cells has negative energy. -/
def Stable (t J : ℝ) (N : ℕ) : Prop :=
  ∀ Q : ℕ → ℝ, Function.Periodic Q N → 0 ≤ energy t J N Q

/-- Function of the end values `u` and `x` of an open chain with angle `θ` per bond and total angle
`a`, meant for `sin a ≠ 0`. It is used as a lower bound on the chain energy only for `θ > 0` and
`a < π`; see `open_chain_bound`. -/
def endEnergy (θ a u x : ℝ) : ℝ :=
  Real.sin θ / (2 * Real.sin a) * (Real.cos a * (u ^ 2 + x ^ 2) - 2 * u * x)

/-- The sum of a periodic quantity over one supercell does not change when the origin is moved
by one cell. -/
theorem sum_shift {N : ℕ} {f : ℕ → ℝ} (hf : Function.Periodic f N) :
    ∑ i ∈ range N, f (i + 1) = ∑ i ∈ range N, f i := by
  have h0 := hf 0
  rw [zero_add] at h0
  have h1 := Finset.sum_range_succ f N
  have h2 := Finset.sum_range_succ' f N
  linarith

/-- The energy splits into the on-site part and the bond part. -/
theorem energy_eq (t J : ℝ) (N : ℕ) (Q : ℕ → ℝ) :
    energy t J N Q = t / 2 * ∑ i ∈ range N, Q i ^ 2
      + J * ∑ i ∈ range N, Q i * Q (i + 1) := by
  unfold energy
  rw [mul_sum, mul_sum, ← sum_add_distrib]
  exact sum_congr rfl fun i _ => by ring

/-- Stability in a supercell of `N ≠ 0` cells requires a nonnegative stiffness
`t/2 + J cos q` at every wavenumber `q = 2πk/N` that fits into it. -/
theorem stiffness_nonneg {t J : ℝ} {N : ℕ} (hN : N ≠ 0) (k : ℕ) (hst : Stable t J N) :
    0 ≤ t / 2 + J * Real.cos (2 * π * k / N) := by
  set q : ℝ := 2 * π * k / N with hqdef
  have hq : q * N = 2 * π * k := div_mul_cancel₀ _ (Nat.cast_ne_zero.2 hN)
  obtain ⟨Q, hQdef⟩ : ∃ Q : ℕ → ℝ, ∀ i, Q i = Real.cos (q * i) := ⟨_, fun _ => rfl⟩
  have hQ : Function.Periodic Q N := by
    intro i
    rw [hQdef, hQdef, show q * ((i + N : ℕ) : ℝ) = q * i + k * (2 * π) by
      push_cast; linear_combination hq]
    exact Real.cos_add_nat_mul_two_pi _ _
  -- the wave is an eigenmode of the neighbour coupling
  have hc : ∀ i, Q i + Q (i + 1 + 1) = 2 * Real.cos q * Q (i + 1) := by
    intro i
    have h1 : Real.cos (q * i) = Real.cos (q * (i + 1)) * Real.cos q
        + Real.sin (q * (i + 1)) * Real.sin q := by
      rw [← Real.cos_sub]; congr 1; ring
    have h2 : Real.cos (q * (i + 1 + 1)) = Real.cos (q * (i + 1)) * Real.cos q
        - Real.sin (q * (i + 1)) * Real.sin q := by
      rw [← Real.cos_add]; congr 1; ring
    rw [hQdef, hQdef, hQdef, Nat.cast_add, Nat.cast_add, Nat.cast_one]
    linear_combination h1 + h2
  have hs : ∑ i ∈ range N, Q (i + 1) ^ 2 = ∑ i ∈ range N, Q i ^ 2 :=
    sum_shift (f := fun i => Q i ^ 2) fun i => by simp only [hQ i]
  have hb : ∑ i ∈ range N, Q (i + 1) * Q (i + 1 + 1) = ∑ i ∈ range N, Q i * Q (i + 1) :=
    sum_shift (f := fun i => Q i * Q (i + 1)) fun i => by
      have h := hQ (i + 1)
      rw [show i + 1 + N = i + N + 1 by omega] at h
      simp only [hQ i, h]
  have he : ∑ i ∈ range N, Q i * Q (i + 1) + ∑ i ∈ range N, Q (i + 1) * Q (i + 1 + 1)
      = 2 * Real.cos q * ∑ i ∈ range N, Q (i + 1) ^ 2 := by
    rw [← sum_add_distrib, mul_sum]
    exact sum_congr rfl fun i _ => by linear_combination Q (i + 1) * hc i
  have hE : energy t J N Q = (t / 2 + J * Real.cos q) * ∑ i ∈ range N, Q i ^ 2 := by
    rw [energy_eq]
    linear_combination J * (he / 2 - hb / 2 + Real.cos q * hs)
  have hpos : 0 < ∑ i ∈ range N, Q i ^ 2 :=
    sum_pos' (fun i _ => sq_nonneg _)
      ⟨0, mem_range.2 (Nat.pos_of_ne_zero hN), by rw [hQdef]; simp⟩
  have h := hst Q hQ
  rw [hE] at h
  by_contra hn
  linarith [mul_neg_of_neg_of_pos (not_le.1 hn) hpos]

/-- Adding one bond to an open chain raises the end-value bound by no more than the energy of
that bond, if the sines of the old and the new phase angle are positive. -/
theorem endEnergy_add_bond {θ a : ℝ} (u x y : ℝ) (hS : 0 < Real.sin a)
    (hT : 0 < Real.sin (a + θ)) :
    endEnergy θ (a + θ) u y ≤
      endEnergy θ a u x + (Real.cos θ * (x ^ 2 + y ^ 2) / 2 - x * y) := by
  have h1 : Real.sin θ * Real.cos a + Real.cos θ * Real.sin a = Real.sin (a + θ) := by
    rw [Real.sin_add]; ring
  have h2 : Real.cos θ * Real.sin (a + θ) - Real.sin θ * Real.cos (a + θ) = Real.sin a := by
    rw [Real.sin_add, Real.cos_add]
    linear_combination Real.sin a * Real.sin_sq_add_cos_sq θ
  have h3 : Real.cos a * Real.sin (a + θ) - Real.cos (a + θ) * Real.sin a = Real.sin θ := by
    rw [Real.sin_add, Real.cos_add]
    linear_combination Real.sin θ * Real.sin_sq_add_cos_sq a
  unfold endEnergy
  generalize Real.sin (a + θ) = T at *
  generalize Real.cos (a + θ) = D at *
  generalize Real.sin a = S at *
  generalize Real.cos a = C at *
  generalize Real.sin θ = s at *
  generalize Real.cos θ = c at *
  have e1 : s / (2 * S) * (2 * S * T) = s * T := by field_simp
  have e2 : s / (2 * T) * (2 * S * T) = s * S := by field_simp
  -- the difference of the two sides is a perfect square
  have key : s / (2 * S) * (C * (u ^ 2 + x ^ 2) - 2 * u * x)
      + (c * (x ^ 2 + y ^ 2) / 2 - x * y) - s / (2 * T) * (D * (u ^ 2 + y ^ 2) - 2 * u * y)
      = (T * x - S * y - s * u) ^ 2 / (2 * S * T) := by
    rw [eq_div_iff (by positivity)]
    linear_combination (C * (u ^ 2 + x ^ 2) - 2 * u * x) * e1
      - (D * (u ^ 2 + y ^ 2) - 2 * u * y) * e2
      + x ^ 2 * T * h1 + y ^ 2 * S * h2 + u ^ 2 * s * h3
  have hsq : 0 ≤ (T * x - S * y - s * u) ^ 2 / (2 * S * T) := by positivity
  linarith

/-- An open chain of `m + 1` bonds, with `θ > 0` and total angle below `π`, has at least the
energy `endEnergy` fixed by its two end values. -/
theorem open_chain_bound {θ : ℝ} (hθ : 0 < θ) (P : ℕ → ℝ) (m : ℕ)
    (hm : ((m : ℝ) + 1) * θ < π) :
    endEnergy θ (((m : ℝ) + 1) * θ) (P 0) (P (m + 1)) ≤
      ∑ k ∈ range (m + 1),
        (Real.cos θ * (P k ^ 2 + P (k + 1) ^ 2) / 2 - P k * P (k + 1)) := by
  induction m with
  | zero =>
    simp only [Nat.cast_zero, zero_add, one_mul, sum_range_one] at hm ⊢
    have hs : Real.sin θ ≠ 0 := (Real.sin_pos_of_pos_of_lt_pi hθ hm).ne'
    have h : Real.sin θ / (2 * Real.sin θ) = 1 / 2 := by field_simp
    unfold endEnergy
    rw [h]
    exact le_of_eq (by ring)
  | succ m ih =>
    have ha : (((m + 1 : ℕ) : ℝ) + 1) * θ = ((m : ℝ) + 1) * θ + θ := by push_cast; ring
    rw [ha] at hm ⊢
    have hpos : 0 < ((m : ℝ) + 1) * θ := by positivity
    have hlt : ((m : ℝ) + 1) * θ < π := by linarith
    rw [sum_range_succ]
    have hb := endEnergy_add_bond (P 0) (P (m + 1)) (P (m + 1 + 1))
      (Real.sin_pos_of_pos_of_lt_pi hpos hlt)
      (Real.sin_pos_of_pos_of_lt_pi (by linarith) hm)
    linarith [ih hlt]

/-- Frustration bound: on a ring with an odd number `N` of cells the bond sum is at least
`-cos(π/N)` times the sum of squares. -/
theorem odd_ring_bound {N : ℕ} (hN : Odd N) {Q : ℕ → ℝ} (hQ : Function.Periodic Q N) :
    -Real.cos (π / N) * ∑ i ∈ range N, Q i ^ 2 ≤ ∑ i ∈ range N, Q i * Q (i + 1) := by
  obtain ⟨n, rfl⟩ := hN
  rcases n with _ | n
  · have h1 : Q 1 = Q 0 := hQ 0
    simp only [mul_zero, zero_add, Nat.cast_one, div_one, Real.cos_pi, sum_range_one, h1]
    exact le_of_eq (by ring)
  · rw [show 2 * (n + 1) + 1 = 2 * n + 1 + 1 + 1 by omega] at hQ ⊢
    set θ : ℝ := π / ((2 * n + 1 + 1 + 1 : ℕ) : ℝ) with hθdef
    have hmul : θ * ((2 * n + 1 + 1 + 1 : ℕ) : ℝ) = π :=
      div_mul_cancel₀ _ (Nat.cast_ne_zero.2 (by omega))
    push_cast at hmul
    have hθ : 0 < θ := div_pos Real.pi_pos (Nat.cast_pos.2 (by omega))
    have hang : (((2 * n + 1 : ℕ) : ℝ) + 1) * θ = π - θ := by
      push_cast; linear_combination hmul
    have hlt : θ < π := by
      have : 0 < (2 * (n : ℝ) + 2) * θ := by positivity
      nlinarith
    -- staggering the signs turns the ring into an open chain plus one frustrated bond
    have hch : endEnergy θ (π - θ) (Q 0) (Q (2 * n + 1 + 1)) ≤
        ∑ k ∈ range (2 * n + 1 + 1),
          (Real.cos θ * (Q k ^ 2 + Q (k + 1) ^ 2) / 2 + Q k * Q (k + 1)) := by
      have h := open_chain_bound hθ (fun i => (-1) ^ i * Q i) (2 * n + 1)
        (by rw [hang]; linarith)
      have hs : (-1 : ℝ) ^ (2 * n + 1 + 1) = 1 := Even.neg_one_pow ⟨n + 1, by omega⟩
      rw [hang] at h
      simp only [hs, pow_zero, one_mul] at h
      refine h.trans_eq (sum_congr rfl fun k _ => ?_)
      have h1 : ((-1 : ℝ) ^ k) ^ 2 = 1 := by
        rw [← pow_mul, mul_comm, pow_mul]; norm_num
      have h2 : (-1 : ℝ) ^ (k + 1) = -(-1) ^ k := by rw [pow_succ]; ring
      rw [h2]
      generalize (-1 : ℝ) ^ k = e at h1 ⊢
      linear_combination
        (Real.cos θ * (Q k ^ 2 + Q (k + 1) ^ 2) / 2 + Q k * Q (k + 1)) * h1
    have hend : endEnergy θ (π - θ) (Q 0) (Q (2 * n + 1 + 1)) =
        -(Real.cos θ * (Q 0 ^ 2 + Q (2 * n + 1 + 1) ^ 2) / 2) - Q 0 * Q (2 * n + 1 + 1) := by
      have hs : Real.sin θ ≠ 0 := (Real.sin_pos_of_pos_of_lt_pi hθ hlt).ne'
      have h : Real.sin θ / (2 * Real.sin θ) = 1 / 2 := by field_simp
      unfold endEnergy
      rw [Real.sin_pi_sub, Real.cos_pi_sub, h]
      ring
    have hshift := sum_shift (f := fun i => Q i ^ 2) (N := 2 * n + 1 + 1 + 1)
      fun i => by simp only [hQ i]
    have htot : ∑ k ∈ range (2 * n + 1 + 1 + 1),
          (Real.cos θ * (Q k ^ 2 + Q (k + 1) ^ 2) / 2 + Q k * Q (k + 1))
        = Real.cos θ / 2 * (∑ k ∈ range (2 * n + 1 + 1 + 1), Q k ^ 2
            + ∑ k ∈ range (2 * n + 1 + 1 + 1), Q (k + 1) ^ 2)
          + ∑ k ∈ range (2 * n + 1 + 1 + 1), Q k * Q (k + 1) := by
      rw [← sum_add_distrib, mul_sum, ← sum_add_distrib]
      exact sum_congr rfl fun k _ => by ring
    have hQN := hQ 0
    rw [zero_add] at hQN
    -- close the ring with the last bond
    rw [hshift, sum_range_succ, hQN] at htot
    rw [hend] at hch
    linarith

/-- For `J ≥ 0` and an even, nonzero number of cells, the supercell is stable exactly when
`t ≥ 2J`. -/
theorem stable_even_iff {t J : ℝ} {N : ℕ} (hN : N ≠ 0) (he : Even N) (hJ : 0 ≤ J) :
    Stable t J N ↔ 2 * J ≤ t := by
  constructor
  · intro hst
    obtain ⟨n, rfl⟩ := he
    have h := stiffness_nonneg hN n hst
    have hq : 2 * π * (n : ℝ) / ((n + n : ℕ) : ℝ) = π := by
      rw [div_eq_iff (Nat.cast_ne_zero.2 hN)]; push_cast; ring
    rw [hq, Real.cos_pi] at h
    linarith
  · intro ht Q hQ
    have hs : ∑ i ∈ range N, Q (i + 1) ^ 2 = ∑ i ∈ range N, Q i ^ 2 :=
      sum_shift (f := fun i => Q i ^ 2) fun i => by simp only [hQ i]
    have hsq : ∑ i ∈ range N, (Q i + Q (i + 1)) ^ 2 = ∑ i ∈ range N, Q i ^ 2
        + ∑ i ∈ range N, Q (i + 1) ^ 2 + 2 * ∑ i ∈ range N, Q i * Q (i + 1) := by
      rw [mul_sum, ← sum_add_distrib, ← sum_add_distrib]
      exact sum_congr rfl fun i _ => by ring
    have h0 : 0 ≤ ∑ i ∈ range N, (Q i + Q (i + 1)) ^ 2 := sum_nonneg fun i _ => sq_nonneg _
    have hS : 0 ≤ ∑ i ∈ range N, Q i ^ 2 := sum_nonneg fun i _ => sq_nonneg _
    rw [hsq, hs] at h0
    rw [energy_eq]
    have h1 := mul_nonneg hJ h0
    have h2 := mul_nonneg (sub_nonneg.2 ht) hS
    linarith

/-- For `J ≥ 0` and an odd number `N` of cells, the supercell is stable exactly when
`t ≥ 2J cos(π/N)`. -/
theorem stable_odd_iff {t J : ℝ} {N : ℕ} (hN : Odd N) (hJ : 0 ≤ J) :
    Stable t J N ↔ 2 * J * Real.cos (π / N) ≤ t := by
  constructor
  · intro hst
    obtain ⟨n, rfl⟩ := hN
    have h := stiffness_nonneg (by omega) n hst
    have hne : ((2 * n + 1 : ℕ) : ℝ) ≠ 0 := Nat.cast_ne_zero.2 (by omega)
    have hq : 2 * π * (n : ℝ) / ((2 * n + 1 : ℕ) : ℝ) = π - π / ((2 * n + 1 : ℕ) : ℝ) := by
      rw [div_eq_iff hne, sub_mul, div_mul_cancel₀ _ hne]; push_cast; ring
    rw [hq, Real.cos_pi_sub] at h
    linarith
  · intro ht Q hQ
    have hS : 0 ≤ ∑ i ∈ range N, Q i ^ 2 := sum_nonneg fun i _ => sq_nonneg _
    rw [energy_eq]
    have h1 := mul_nonneg hJ (sub_nonneg.2 (odd_ring_bound hN hQ))
    have h2 := mul_nonneg (sub_nonneg.2 ht) hS
    linarith

/-- For `J ≥ 0`, odd `N` and `2J cos(π/N) ≤ t < 2J`, the `N`-cell supercell is stable although
the two-cell supercell is unstable. -/
theorem odd_supercell_misses_doubling {t J : ℝ} {N : ℕ} (hN : Odd N) (hJ : 0 ≤ J)
    (h1 : 2 * J * Real.cos (π / N) ≤ t) (h2 : t < 2 * J) :
    Stable t J N ∧ ¬ Stable t J 2 :=
  ⟨(stable_odd_iff hN hJ).2 h1,
    fun h => not_le_of_gt h2 ((stable_even_iff two_ne_zero even_two hJ).1 h)⟩

/-- For `J > 0` and odd `N`, the gap between the thresholds `2J` and `2J cos(π/N)` is positive
and at most `J(π/N)²`. -/
theorem missed_window_width {J : ℝ} {N : ℕ} (hN : Odd N) (hJ : 0 < J) :
    0 < 2 * J - 2 * J * Real.cos (π / N) ∧
      2 * J - 2 * J * Real.cos (π / N) ≤ J * (π / N) ^ 2 := by
  have hN1 : (1 : ℝ) ≤ N := by exact_mod_cast hN.pos
  have hpos : 0 < π / (N : ℝ) := div_pos Real.pi_pos (by linarith)
  have hle : π / (N : ℝ) ≤ π := div_le_self Real.pi_pos.le hN1
  have hcos := Real.cos_lt_cos_of_nonneg_of_le_pi le_rfl hle hpos
  rw [Real.cos_zero] at hcos
  have hquad := Real.one_sub_sq_div_two_le_cos (x := π / (N : ℝ))
  constructor
  · have := mul_pos hJ (sub_pos.2 hcos)
    linarith
  · have := mul_nonneg hJ.le (sub_nonneg.2 hquad)
    linarith

end

end LandauSupercell
```

```lean
#print axioms LandauSupercell.odd_supercell_misses_doubling
-- 'LandauSupercell.odd_supercell_misses_doubling' depends on axioms: [propext, Classical.choice, Quot.sound]
#print axioms LandauSupercell.missed_window_width
-- 'LandauSupercell.missed_window_width' depends on axioms: [propext, Classical.choice, Quot.sound]
```

## Two thresholds for one chain

The energy of one supercell is

$$E=\sum_{i=0}^{N-1}\left(\tfrac t2 Q_i^2+J\,Q_iQ_{i+1}\right),\qquad Q_{i+N}=Q_i .$$

Here $Q_i$ is the order parameter in cell $i$, for instance the amplitude of a local distortion. The on-site stiffness $t$ is the Landau coefficient that is usually taken to fall on cooling.

In Lean, `energy t J N Q` is this sum, and `Function.Periodic Q N` is the periodicity condition; $N$ need not be the shortest period. `Stable t J N` says that $E\ge 0$ for every such pattern. It includes the marginal case, in which a nonzero distortion costs no harmonic energy.

For $J\ge0$, the theorems give these conditions for stability:

- `stable_even_iff`: for even, nonzero $N$, exactly $t\ge 2J$.
- `stable_odd_iff`: for odd $N$, exactly $t\ge 2J\cos(\pi/N)$.

By `odd_supercell_misses_doubling`, every $t$ with $2J\cos(\pi/N)\le t<2J$ is stable in the odd supercell and unstable in the two-cell one. For $J>0$, `missed_window_width` shows that this window has positive width, at most $J(\pi/N)^2$.

For supercell calculations, this means that in a harmonic chain with one real order parameter and nearest-neighbour coupling, an odd cell may show no instability although doubling the cell reveals one. The model has no anharmonic terms, so it does not give the size of the distortion that follows. Strain and longer-range coupling are also left out.

The smallest odd cells show the effect. For $N=1$ only the uniform pattern fits, $E=(t/2+J)Q_0^2$, and the threshold is $-2J$. For $N=3$ it is $J$, still only half of the two-cell value.

## Waves that fit into the supercell

Write $S=\sum_i Q_i^2$ and $B=\sum_i Q_iQ_{i+1}$, with both sums over one supercell, so that $E=\tfrac t2S+JB$ (`energy_eq`).

Take $Q_i=\cos(qi)$ with $q=2\pi k/N$ and $k$ a natural number. The addition formulas give

$$Q_i+Q_{i+2}=2\cos q\;Q_{i+1}.$$

Multiply by $Q_{i+1}$ and sum over the supercell. By periodicity each product on the left sums to $B$, so $2B=2\cos q\,S$ and

$$E=\left(\tfrac t2+J\cos q\right)S .$$

Since $Q_0=1$, $S>0$, and stability requires $t/2+J\cos q\ge0$. This is `stiffness_nonneg`; its steps `hc`, `he` and `hE` are the three relations just used, and `sum_shift` supplies the change of origin. The docstring calls $t/2+J\cos q$ a stiffness; in the convention in which $t$ is the on-site stiffness, that of the wave is twice this, $t+2J\cos q$. The sign condition is the same.

For $N=2n$, choosing $k=n$ gives $q=\pi$, the alternating pattern, and hence $t\ge2J$. For $N=2n+1$, the same $k=n$ gives $q=\pi-\pi/N$, and hence $t\ge2J\cos(\pi/N)$.

## Sufficiency for even cells

Expanding a sum of squares gives

$$0\le\sum_{i=0}^{N-1}(Q_i+Q_{i+1})^2=2S+2B,$$

so $B\ge -S$. For $J\ge0$ it follows that $E\ge(t/2-J)S$, which is nonnegative when $t\ge2J$. The second half of `stable_even_iff` follows these lines.

## The frustrated bond of an odd ring

In an odd ring the signs cannot alternate on every bond, and the bound on $B$ improves to

$$B\ge-\cos(\pi/N)\,S .$$

This is `odd_ring_bound`. For $N=1$ it is an equality, because $B=S$ and $\cos\pi=-1$.

For odd $N\ge3$, set $\theta=\pi/N$ and $P_i=(-1)^iQ_i$. Give each bond of the staggered chain the energy

$$b(x,y)=\tfrac12\cos\theta\,(x^2+y^2)-xy .$$

The cells $0,\dots,N-1$ form an open chain of $N-1$ bonds. Let the total angle $a$ of an open chain be $\theta$ times its number of bonds. The chain energy is bounded below by a function of $a$ and the end values $u$ and $x$, called `endEnergy`:

$$F_a(u,x)=\frac{\sin\theta}{2\sin a}\left[\cos a\,(u^2+x^2)-2ux\right].$$

For one bond $a=\theta$, and $F_\theta=b$. Adding a bond from $x$ to a new end value $y$ gives

$$F_a(u,x)+b(x,y)-F_{a+\theta}(u,y)=\frac{\left(\sin(a+\theta)\,x-\sin a\,y-\sin\theta\,u\right)^2}{2\sin a\,\sin(a+\theta)} .$$

To check this, compare coefficients. On the left, those of $x^2$, $y^2$ and $u^2$ are

$$\frac{\sin(a+\theta)}{2\sin a},\qquad \frac{\sin a}{2\sin(a+\theta)},\qquad \frac{\sin^2\theta}{2\sin a\,\sin(a+\theta)},$$

by the addition formulas, and those of $xy$, $ux$ and $uy$ are $-1$, $-\sin\theta/\sin a$ and $\sin\theta/\sin(a+\theta)$. The right side has the same six. It is nonnegative while both angles lie between $0$ and $\pi$.

In `endEnergy_add_bond`, the facts `h1`, `h2` and `h3` are the addition formulas behind the three square terms, and `key` is the identity. `open_chain_bound` applies it by induction on `m`, for a chain of `m + 1` bonds.

After $N-1$ bonds the angle is $\pi-\theta$. Since $N-1$ is even, the end values are $P_0=Q_0$ and $P_{N-1}=Q_{N-1}$, and the lower bound becomes

$$F_{\pi-\theta}(Q_0,Q_{N-1})=-\tfrac12\cos\theta\,(Q_0^2+Q_{N-1}^2)-Q_0Q_{N-1}.$$

The closing bond contributes exactly the opposite amount. Because $-P_iP_{i+1}=Q_iQ_{i+1}$ on the open chain, the whole ring satisfies

$$0\le\sum_{i=0}^{N-1}\left[\tfrac12\cos\theta\,(Q_i^2+Q_{i+1}^2)+Q_iQ_{i+1}\right]=\cos\theta\,S+B .$$

In the code, `hch` is the chain bound, `hend` evaluates it at $\pi-\theta$, and `htot` splits the ring sum. For $J\ge0$ the result gives $E\ge(t/2-J\cos\theta)S$, which completes `stable_odd_iff`.

The missed window follows by comparing the two thresholds. Its width $2J(1-\cos(\pi/N))$ is positive because cosine decreases strictly on $[0,\pi]$, and the upper bound comes from $\cos x\ge1-x^2/2$.
